# Lipschitz bounds for the Fermi level and Fermi-Dirac occupations of finitely many levels

When a calculation at positive electronic temperature prescribes the electron number, the Fermi level is found from that number and the orbital energies. This makes the Fermi level an implicit function of the orbital energies. Here it is defined as the solution supplied by an existence theorem, so the conditions of that theorem accompany every later statement about it.

## Fermi level and occupations at fixed electron number

Take \(M\) levels \(e_i\), each holding at most one electron, and let \(b=1/(k_BT)>0\), usually written \(\beta\). Define

\[
f(x)=\frac{1}{1+e^{bx}},\qquad Q(e,\mu)=\sum_i f(e_i-\mu),\qquad \|e\|=\max_i|e_i| .
\]

Here \(Q(e,\mu)\) is the number of electrons held when the Fermi level is \(\mu\). For a prescribed electron number \(N\) with \(0<N<M\), exactly one Fermi level \(\mu(e)\) satisfies \(Q(e,\mu(e))=N\), and

\[
|\mu(e)-\mu(e')|\le\|e-e'\| .
\]

The occupations \(n_i=f(e_i-\mu(e))\) are therefore continuous in the levels, crossings included.

**Comparison.** Suppose \(e_i\le e'_i+c\) for all \(i\) and \(Q(e,\mu)\le Q(e',\mu')\). If \(\mu>\mu'+c\), then \(e_i-\mu<e'_i-\mu'\) for every \(i\). Since \(f\) is strictly decreasing, \(Q(e,\mu)>Q(e',\mu')\), a contradiction. Hence \(\mu\le\mu'+c\).

**Existence and uniqueness.** Put \(x=b^{-1}\ln((M-N)/N)\), so that \(f(x)=N/M\). At \(\mu=-\|e\|-x\) every \(e_i-\mu\ge x\), so \(Q\le N\); at \(\mu=\|e\|-x\) every \(e_i-\mu\le x\), so \(Q\ge N\). As \(Q\) is continuous in \(\mu\), a solution lies between. Comparison with \(c=0\), in both directions, makes it unique.

**Stability.** Comparison with \(c=\|e-e'\|\), in both directions, gives the bound on \(\mu\). Shifting all levels by \(c\) shifts \(\mu\) by \(c\), so the constant 1 is attained.

For the occupations, set \(z=e^{bx}\), now for arbitrary \(x\). Then \(|f'(x)|=bz/(1+z)^2\le b/4\), because \((z-1)^2\ge0\). By the mean value theorem,

\[
|n_i-n'_i|\le\tfrac b4\bigl(|e_i-e'_i|+|\mu(e)-\mu(e')|\bigr)\le\tfrac b2\|e-e'\| .
\]

Holding \(\mu\) fixed here would wrongly give \(b/4\). For three degenerate levels with \(N=3/2\), raise one by a small \(\delta\) and lower the others by \(\delta\): to first order \(\mu\) falls by \(\delta/3\), and the raised level loses \(b\delta/3\) of an electron.

In the smallest case, \(M=1\), the Fermi level follows the single level rigidly and the occupation stays at \(N\).

## The development in Lean

The levels are a function `e : ι → ℝ` on a finite index type, and \(M\) is `Fintype.card ι`. Levels are compared label by label, without sorting.

```lean
import Mathlib

open Finset

namespace FermiLevelStability

noncomputable section

variable {ι : Type*} [Fintype ι]
```

The argument of `fermi` is the energy measured from the Fermi level.

```lean
/-- The Fermi function at inverse temperature `b`, for an energy `x` measured from the
Fermi level. -/
def fermi (b x : ℝ) : ℝ := 1 / (1 + Real.exp (b * x))
```

`electronCount` is \(Q\).

```lean
/-- The number of electrons held by the levels `e` when the Fermi level is `μ`. -/
def electronCount (b : ℝ) (e : ι → ℝ) (μ : ℝ) : ℝ := ∑ i, fermi b (e i - μ)
```

Strict decrease follows from that of the reciprocal and the growth of the exponential.

```lean
/-- At positive inverse temperature the occupation falls strictly with energy. -/
theorem fermi_strictAnti {b : ℝ} (hb : 0 < b) : StrictAnti (fermi b) := by
  intro x y hxy
  have h : Real.exp (b * x) < Real.exp (b * y) :=
    Real.exp_lt_exp.2 (mul_lt_mul_of_pos_left hxy hb)
  show 1 / (1 + Real.exp (b * y)) < 1 / (1 + Real.exp (b * x))
  exact one_div_lt_one_div_of_lt (by positivity) (by linarith)
```

In the slope bound, `hd` computes the derivative, a mean value inequality turns its bound into a Lipschitz estimate, and `nlinarith` receives \(b(e^{bz}-1)^2\ge0\), where `z` now stands for the energy.

```lean
/-- For `b > 0` the Fermi function changes by at most `b / 4` times the change in energy. -/
theorem abs_fermi_sub_le {b : ℝ} (hb : 0 < b) (x y : ℝ) :
    |fermi b x - fermi b y| ≤ b / 4 * |x - y| := by
  have hd : ∀ z, HasDerivAt (fermi b)
      (-(b * Real.exp (b * z) / (1 + Real.exp (b * z)) ^ 2)) z := by
    intro z
    have h1 : HasDerivAt (fun t => 1 + Real.exp (b * t)) (Real.exp (b * z) * b) z := by
      have h := (((hasDerivAt_id' z).const_mul b).exp).const_add 1
      exact h.congr_deriv (by ring)
    have h2 := (hasDerivAt_const z (1 : ℝ)).fun_div h1 (by positivity)
    refine h2.congr_deriv ?_
    ring
  refine Convex.norm_image_sub_le_of_norm_hasDerivWithin_le (s := Set.univ)
    (fun z _ => (hd z).hasDerivWithinAt) (fun z _ => ?_) convex_univ
    (Set.mem_univ y) (Set.mem_univ x)
  -- the slope is steepest at the Fermi level
  rw [Real.norm_eq_abs, abs_neg, abs_of_pos (by positivity),
    div_le_div_iff₀ (by positivity) (by norm_num)]
  nlinarith [mul_nonneg hb.le (sq_nonneg (Real.exp (b * z) - 1))]
```

The comparison argument appears as a proof by contradiction. It needs at least one level, since with none both counts vanish for any \(\mu,\mu'\).

```lean
/-- Comparison principle, for `b > 0` and at least one level: if no level of `e` lies more than
`c` above its partner in `e'`, and `e` holds no more electrons than `e'`, then the Fermi level
of `e` is at most `c` above that of `e'`. -/
theorem fermi_level_le [Nonempty ι] {b : ℝ} (hb : 0 < b) {e e' : ι → ℝ} {μ μ' c : ℝ}
    (h : ∀ i, e i ≤ e' i + c) (hN : electronCount b e μ ≤ electronCount b e' μ') :
    μ ≤ μ' + c := by
  by_contra hlt
  have hlt' : μ' + c < μ := not_le.1 hlt
  -- otherwise every level of `e` would be more occupied than its partner
  have hs : electronCount b e' μ' < electronCount b e μ :=
    Finset.sum_lt_sum_of_nonempty Finset.univ_nonempty
      (fun i _ => fermi_strictAnti hb (by linarith [h i]))
  linarith
```

In the existence proof, `hlo` and `hhi` are the two brackets, and the intermediate value theorem supplies `μ`. The last lines apply comparison twice.

```lean
/-- For `b > 0` and an electron number strictly between zero and the number of levels, exactly
one Fermi level gives the prescribed electron number. -/
theorem existsUnique_fermiLevel {b N : ℝ} (hb : 0 < b) (hN : 0 < N)
    (hM : N < Fintype.card ι) (e : ι → ℝ) : ∃! μ, electronCount b e μ = N := by
  have hM0 : (0 : ℝ) < Fintype.card ι := hN.trans hM
  have : Nonempty ι := Fintype.card_pos_iff.1 (by exact_mod_cast hM0)
  have hb' : b ≠ 0 := hb.ne'
  have hM' : (Fintype.card ι : ℝ) ≠ 0 := hM0.ne'
  -- the energy `x` at which a single level holds the average occupation
  obtain ⟨x, hx⟩ : ∃ x, b * x = Real.log (((Fintype.card ι : ℝ) - N) / N) :=
    ⟨Real.log (((Fintype.card ι : ℝ) - N) / N) / b, by field_simp⟩
  have hf : fermi b x = N / Fintype.card ι := by
    have h1 : 1 + ((Fintype.card ι : ℝ) - N) / N = Fintype.card ι / N := by
      rw [sub_div, div_self hN.ne']
      ring
    rw [fermi, hx, Real.exp_log (div_pos (sub_pos.2 hM) hN), h1, one_div_div]
  have hs : ∑ _i : ι, fermi b x = N := by
    rw [hf, Finset.sum_const, Finset.card_univ, nsmul_eq_mul]
    field_simp
  have hcont : Continuous (electronCount b e) := by
    unfold electronCount fermi
    exact continuous_finsetSum _ fun i _ =>
      Continuous.div continuous_const (by fun_prop) (fun μ => by positivity)
  have hbd : ∀ i, -‖e‖ ≤ e i ∧ e i ≤ ‖e‖ := fun i => abs_le.1 (norm_le_pi_norm e i)
  -- bracket the Fermi level between too few and too many electrons
  have hlo : electronCount b e (-‖e‖ - x) ≤ N := by
    rw [← hs]
    exact Finset.sum_le_sum fun i _ =>
      (fermi_strictAnti hb).antitone (by linarith [(hbd i).1])
  have hhi : N ≤ electronCount b e (‖e‖ - x) := by
    rw [← hs]
    exact Finset.sum_le_sum fun i _ =>
      (fermi_strictAnti hb).antitone (by linarith [(hbd i).2])
  obtain ⟨μ, hμ⟩ := mem_range_of_exists_le_of_exists_ge hcont ⟨_, hlo⟩ ⟨_, hhi⟩
  refine ⟨μ, hμ, fun ν hν => ?_⟩
  have hν' : electronCount b e ν = N := hν
  have h1 := fermi_level_le (c := 0) hb (fun i => by linarith) (hν'.trans hμ.symm).le
  have h2 := fermi_level_le (c := 0) hb (fun i => by linarith) (hμ.trans hν'.symm).le
  linarith
```

The hypotheses `hb`, `hN` and `hM` say that the temperature is positive and finite and that the levels are neither all empty nor all full; \(N\) need not be an integer. `fermiLevel` takes these proofs as arguments, and uniqueness makes the choice of solution immaterial.

```lean
variable {b N : ℝ} (hb : 0 < b) (hN : 0 < N) (hM : N < Fintype.card ι)

/-- The Fermi level of the levels `e` holding `N` electrons, for `b > 0` and `N` strictly
between zero and the number of levels. -/
def fermiLevel (e : ι → ℝ) : ℝ := (existsUnique_fermiLevel hb hN hM e).exists.choose

/-- The Fermi-Dirac occupations of the levels `e` at fixed electron number `N`, for `b > 0` and
`N` strictly between zero and the number of levels. -/
def occupation (e : ι → ℝ) : ι → ℝ := fun i => fermi b (e i - fermiLevel hb hN hM e)
```

The defining property of the chosen Fermi level is the electron-number constraint.

```lean
/-- The occupations add up to the prescribed electron number. -/
theorem sum_occupation (e : ι → ℝ) : ∑ i, occupation hb hN hM e i = N :=
  (existsUnique_fermiLevel hb hN hM e).exists.choose_spec
```

The norm on `ι → ℝ` is the maximum norm. The auxiliary `key` is the one-sided bound, used in both directions.

```lean
/-- At fixed electron number the Fermi level moves by no more than the largest displacement of
a single level; the norm is the maximum norm. -/
theorem abs_fermiLevel_sub_le (e e' : ι → ℝ) :
    |fermiLevel hb hN hM e - fermiLevel hb hN hM e'| ≤ ‖e - e'‖ := by
  have : Nonempty ι := Fintype.card_pos_iff.1 (by exact_mod_cast hN.trans hM)
  have key : ∀ u v : ι → ℝ,
      fermiLevel hb hN hM u ≤ fermiLevel hb hN hM v + ‖u - v‖ := by
    intro u v
    refine fermi_level_le hb (fun i => ?_)
      ((sum_occupation hb hN hM u).trans (sum_occupation hb hN hM v).symm).le
    have h := norm_le_pi_norm (u - v) i
    rw [Pi.sub_apply, Real.norm_eq_abs] at h
    linarith [le_abs_self (u i - v i)]
  exact abs_le.2 ⟨by linarith [key e' e, norm_sub_rev e e'], by linarith [key e e']⟩
```

For the rigid shift, comparison is applied with `c` and with `-c`.

```lean
/-- A rigid shift of all levels by `c` shifts the Fermi level by exactly `c`. -/
theorem fermiLevel_shift (e : ι → ℝ) (c : ℝ) :
    fermiLevel hb hN hM (fun i => e i + c) = fermiLevel hb hN hM e + c := by
  have : Nonempty ι := Fintype.card_pos_iff.1 (by exact_mod_cast hN.trans hM)
  have hc := (sum_occupation hb hN hM (fun i => e i + c)).trans
    (sum_occupation hb hN hM e).symm
  have h1 := fermi_level_le (c := c) hb (fun i => le_refl (e i + c)) hc.le
  have h2 := fermi_level_le (e := e) (e' := fun i => e i + c) (c := -c) hb
    (fun i => by linarith) hc.symm.le
  linarith
```

In the occupation bound, `h3` adds the displacements of level and Fermi level.

```lean
/-- At fixed electron number no occupation changes by more than `b / 2` times the largest
displacement of a level. -/
theorem norm_occupation_sub_le (e e' : ι → ℝ) :
    ‖occupation hb hN hM e - occupation hb hN hM e'‖ ≤ b / 2 * ‖e - e'‖ := by
  refine (pi_norm_le_iff_of_nonneg (by positivity)).2 fun i => ?_
  have h1 := norm_le_pi_norm (e - e') i
  rw [Pi.sub_apply, Real.norm_eq_abs] at h1
  have h2 := abs_fermiLevel_sub_le hb hN hM e e'
  -- level and Fermi level each move by at most the norm
  have h3 : |(e i - fermiLevel hb hN hM e) - (e' i - fermiLevel hb hN hM e')|
      ≤ 2 * ‖e - e'‖ := by
    rw [abs_le] at h1 h2 ⊢
    constructor <;> linarith [h1.1, h1.2, h2.1, h2.2]
  calc ‖(occupation hb hN hM e - occupation hb hN hM e') i‖
      ≤ b / 4 * |(e i - fermiLevel hb hN hM e) - (e' i - fermiLevel hb hN hM e')| :=
        abs_fermi_sub_le hb _ _
    _ ≤ b / 4 * (2 * ‖e - e'‖) := mul_le_mul_of_nonneg_left h3 (by positivity)
    _ = b / 2 * ‖e - e'‖ := by ring
```

Continuity follows from this Lipschitz estimate.

```lean
/-- The Fermi-Dirac occupations at fixed electron number depend continuously on the levels,
at level crossings as elsewhere. -/
theorem continuous_occupation : Continuous (occupation hb hN hM) := by
  refine (LipschitzWith.of_dist_le_mul (K := ⟨b / 2, by positivity⟩) fun e e' => ?_).continuous
  rw [dist_eq_norm, dist_eq_norm]
  exact norm_occupation_sub_le hb hN hM e e'
```

In a self-consistent-field calculation with thermal smearing, this means that a crossing within a given finite set of levels causes no jump in the occupations. The levels are input here; their dependence on the density built from those occupations is the step left to the full calculation.

Strict aufbau filling behaves differently. Let one electron occupy the lower of levels 0 and 1, and let `g` be the occupation of level 0. Approaching \((a,a)\) along \((a\pm t,a)\) with \(t>0\) gives 0 and 1, and no value at the crossing is at a distance less than \(1/2\) from both. The proof takes \(t=\delta/2\), with \(\delta\) from the assumed continuity.

```lean
/-- Let one electron fill the lower of two levels. The occupation `g` of the first level is then
discontinuous at every crossing, whatever value it is given there. -/
theorem aufbau_not_continuousAt (g : (Fin 2 → ℝ) → ℝ)
    (hfull : ∀ e, e 0 < e 1 → g e = 1) (hempty : ∀ e, e 1 < e 0 → g e = 0) (a : ℝ) :
    ¬ ContinuousAt g ![a, a] := by
  intro hc
  obtain ⟨δ, hδ, h⟩ := Metric.continuousAt_iff.1 hc (1 / 2) (by norm_num)
  have hd : ∀ t : ℝ, |t| < δ → dist (![a + t, a] : Fin 2 → ℝ) ![a, a] < δ := by
    intro t ht
    rw [dist_pi_lt_iff hδ]
    intro i
    fin_cases i
    · simpa [Real.dist_eq] using ht
    · simpa using hδ
  have habs : |δ / 2| < δ := by
    rw [abs_of_pos (by positivity)]
    linarith
  -- approach the crossing from either side
  have hp := h (hd (δ / 2) habs)
  have hm := h (hd (-(δ / 2)) (by rwa [abs_neg]))
  have e0 : g ![a + δ / 2, a] = 0 := hempty _ (by
    show a < a + δ / 2
    linarith)
  have e1 : g ![a + -(δ / 2), a] = 1 := hfull _ (by
    show a + -(δ / 2) < a
    linarith)
  rw [e0, Real.dist_eq, abs_lt] at hp
  rw [e1, Real.dist_eq, abs_lt] at hm
  linarith [hp.1, hm.2]

end

end FermiLevelStability
```

```lean
#print axioms FermiLevelStability.fermiLevel_shift
#print axioms FermiLevelStability.continuous_occupation
#print axioms FermiLevelStability.aufbau_not_continuousAt
```

```
'FermiLevelStability.fermiLevel_shift' depends on axioms: [propext, Classical.choice, Quot.sound]
'FermiLevelStability.continuous_occupation' depends on axioms: [propext, Classical.choice, Quot.sound]
'FermiLevelStability.aufbau_not_continuousAt' depends on axioms: [propext, Classical.choice, Quot.sound]
```
